# One symplectic Euler step changes the modified energy by $o(h^2)$ for a $C^2$ potential in one dimension

## An energy to log during a run

When a symplectic Euler run is checked for energy errors, one can log a corrected energy beside the usual one. For a particle of unit mass on a line, with position $q$, momentum $p$, potential $V$ and step size $h$, it is

$$\tilde H_h(q,p)=\frac{p^2}{2}+V(q)-\frac h2\,p\,V'(q).$$

The correction costs no extra force evaluation, since the next step needs $V'(q)$ anyway. For this one-dimensional model with twice continuously differentiable $V$, the change of $\tilde H_h$ in one step is small compared with $h^2$ as $h\to0$, while the bare energy $H=p^2/2+V(q)$ in general changes at order $h^2$.

The step is a kick followed by a drift:

$$p'=p-hV'(q),\qquad q'=q+hp'.$$

The minus sign in the correction belongs to this order of operations.

## The limit for an arbitrary coefficient

Replace $1/2$ by a real number $c$ and write $H_{c,h}=H-c\,h\,p\,V'(q)$. At every fixed $(q,p)$,

$$\frac{H_{c,h}(q',p')-H_{c,h}(q,p)}{h^2}\longrightarrow\Big(\tfrac12-c\Big)\big(p^2V''(q)-V'(q)^2\big)\qquad(h\to0).$$

This is `trialEnergy_change`, and three theorems follow from it:

- `modifiedEnergy_change` takes $c=1/2$, where the limit is $0$.
- `energy_change` takes $c=0$, where it is $(p^2V''(q)-V'(q)^2)/2$.
- `coefficient_unique` says that where $p^2V''(q)\neq V'(q)^2$, the limit is $0$ exactly when $c=1/2$.

The last condition excludes points where the order-$h^2$ term vanishes for every $c$. At an equilibrium with $p=0$, for instance, the particle does not move and any coefficient works.

In Lean a phase point is a pair `z : ℝ × ℝ`, with `z.1` the position and `z.2` the momentum. The function `step` is the map above, `deriv V` is $V'$, and `deriv (deriv V)` is $V''$. The hypothesis `ContDiff ℝ 2 V` says that $V$ is twice continuously differentiable on the whole line. The filter `𝓝[≠] 0` lets $h$ approach zero through nonzero values of either sign.

The general limits concern a single step from a fixed phase point. They give no rate beyond $o(h^2)$, no uniformity in $(q,p)$ and no bound on the error accumulated over a long trajectory. The correction is also only the first one in powers of $h$. Several particles, constraints and thermostats lie beyond the model.

## Collecting the terms of order $h^2$

Fix $(q,p)$, put $g=V'(q)$, and regard the new momentum and position as functions of the step size:

$$P(h)=p-hg,\qquad Q(h)=q+hP(h)=q+hp-h^2g.$$

**Kinetic term.** This one is exact:

$$\frac{P(h)^2-p^2}{2}=-hpg+\frac{h^2g^2}{2}.$$

**Potential term.** Let $F(h)=V(Q(h))$. Since $Q'(h)=p-2hg$, the chain rule gives $F'(h)=V'(Q(h))(p-2hg)$. Hence $F'(0)=pg$ and $F''(0)=p^2V''(q)-2g^2$, so

$$V(Q(h))-V(q)=hpg+\frac{h^2}{2}\big(p^2V''(q)-2g^2\big)+o(h^2).$$

**Correction term.** Let $G(h)=P(h)V'(Q(h))$. Then $G'(0)=-g^2+p^2V''(q)$, and

$$-ch\,\big(G(h)-G(0)\big)=-ch^2\big(p^2V''(q)-g^2\big)+o(h^2).$$

In the sum the terms $\mp hpg$ cancel. The coefficient of $h^2$ is

$$\frac{g^2}{2}+\frac{p^2V''(q)-2g^2}{2}-c\big(p^2V''(q)-g^2\big)=\Big(\tfrac12-c\Big)\big(p^2V''(q)-g^2\big).$$

The expansion of $F$ needs some care, because $F'$ is only used as a function differentiable at $0$. Write $k=F''(0)$ and let $r(x)=F(x)-xF'(0)-kx^2/2$. Then $r'(x)=F'(x)-F'(0)-kx$. Given $\varepsilon>0$, differentiability of $F'$ at $0$ provides $\delta>0$ with $|r'(x)|\le\frac\varepsilon2|x|$ for $|x|<\delta$. If $0<|h|<\delta$, the mean value inequality on $[-|h|,|h|]$ yields $|r(h)-r(0)|\le\frac\varepsilon2h^2<\varepsilon h^2$. Dividing by $h^2$ gives the required limit.

## Harmonic and cubic potentials

For $c=1/2$ the kinetic and correction terms combine exactly to

$$-\frac{hp'}{2}\big(V'(q)+V'(q')\big).$$

Since $hp'=q'-q$, the change of the modified energy is

$$\Delta\tilde H_h=V(q')-V(q)-\frac{q'-q}{2}\big(V'(q)+V'(q')\big).$$

For $V=kq^2/2$, where $k$ is now the force constant, the two parts are equal and the change is zero. Repeating the step gives `harmonic_conserved`, which holds for every real $k$ and $h$ and every number of steps. Conservation here does not imply stability: for $k>0$ and $h^2k>4$ the conserved quadratic form is indefinite and does not confine the trajectory.

For $V=q^3$ and $q=0$ we have $p'=p$ and $q'=hp$, so the change is $h^3p^3-\frac32h^3p^3=-\frac12h^3p^3$. This is `cubic_change`, and it shows that a change of order $h^3$ does occur.

## One step in $V=q^3/3$ with numbers

Take $q=1$, $p=2$ and $h=0.1$. Then $V'(q)=1$, $p'=1.9$ and $q'=1.19$.

| | before | after | change | change$/h^2$ |
|---|---:|---:|---:|---:|
| $H$ | 2.33333 | 2.36672 | 0.03339 | 3.34 |
| $\tilde H_h$ | 2.23333 | 2.23219 | −0.00114 | −0.114 |

The limit for the bare energy is $(4\cdot2-1)/2=3.5$. For the modified energy the last ratio shrinks to about $-0.0131$ at $h=0.01$.

## A continuous force is not enough

Let $V(x)=|x|^{3/2}$, which has a continuous first derivative but no second derivative at $0$. Start from $q=0$, $p=1$. Since $V'(0)=0$, the step gives $p'=1$ and $q'=h$. For $h>0$,

$$\Delta\tilde H_h=h^{3/2}-\frac h2\cdot\frac32h^{1/2}=\frac14h^{3/2}.$$

Divided by $h^2$, this diverges as $h\to0$. Continuous differentiability of $V$ alone therefore does not give the result.

## The Lean file

```lean
import Mathlib

open Filter Topology

namespace SymplecticEulerModifiedEnergy

noncomputable section

/-- One symplectic Euler step of size `h` on a phase point `(q, p)` of unit mass:
`p' = p - h V'(q)`, then `q' = q + h p'`. -/
def step (V : ℝ → ℝ) (h : ℝ) (z : ℝ × ℝ) : ℝ × ℝ :=
  (z.1 + h * (z.2 - h * deriv V z.1), z.2 - h * deriv V z.1)

/-- The energy `p^2/2 + V(q)`. -/
def energy (V : ℝ → ℝ) (z : ℝ × ℝ) : ℝ := z.2 ^ 2 / 2 + V z.1

/-- The energy with a trial correction, `p^2/2 + V(q) - c h p V'(q)`. -/
def trialEnergy (V : ℝ → ℝ) (c h : ℝ) (z : ℝ × ℝ) : ℝ :=
  energy V z - c * h * (z.2 * deriv V z.1)

/-- The modified energy `p^2/2 + V(q) - (h/2) p V'(q)`. -/
def modifiedEnergy (V : ℝ → ℝ) (h : ℝ) (z : ℝ × ℝ) : ℝ :=
  energy V z - h / 2 * z.2 * deriv V z.1

/-- Second-order Taylor expansion at time zero: if `F` has derivative `F'` everywhere and `F'` has
derivative `k` at `0`, then `(F(h) - F(0) - h F'(0)) / h^2` tends to `k/2`. -/
theorem taylor_quotient {F F' : ℝ → ℝ} {k : ℝ} (hF : ∀ x, HasDerivAt F (F' x) x)
    (hk : HasDerivAt F' k 0) :
    Tendsto (fun h => (F h - F 0 - h * F' 0) / h ^ 2) (𝓝[≠] 0) (𝓝 (k / 2)) := by
  rw [Metric.tendsto_nhdsWithin_nhds]
  intro ε hε
  obtain ⟨δ, hδ, hb⟩ := Metric.eventually_nhds_iff.mp
    ((hasDerivAt_iff_isLittleO.mp hk).def (half_pos hε))
  refine ⟨δ, hδ, ?_⟩
  intro h hh hd
  have hne : h ≠ 0 := hh
  have hd' : |h| < δ := by simpa [Real.dist_eq] using hd
  -- the Taylor remainder has a derivative that is small compared with `h`
  have hr : ∀ x, HasDerivAt (fun y => F y - y * F' 0 - k / 2 * (y * y))
      (F' x - F' 0 - k * x) x := fun x =>
    (((hF x).fun_sub ((hasDerivAt_id' x).mul_const (F' 0))).fun_sub
      (((hasDerivAt_id' x).fun_mul (hasDerivAt_id' x)).const_mul (k / 2))).congr_deriv (by ring)
  have hbound : ∀ x ∈ Set.Icc (-|h|) |h|, ‖F' x - F' 0 - k * x‖ ≤ ε / 2 * |h| := by
    intro x hx
    have hx' : |x| ≤ |h| := abs_le.mpr ⟨hx.1, hx.2⟩
    have h3 := hb (show dist x 0 < δ by
      rw [Real.dist_eq, sub_zero]; exact lt_of_le_of_lt hx' hd')
    simp only [sub_zero, smul_eq_mul, mul_comm x k, Real.norm_eq_abs] at h3 ⊢
    exact h3.trans (by gcongr)
  -- the mean value inequality bounds the remainder itself
  have hmv := Convex.norm_image_sub_le_of_norm_hasDerivWithin_le
    (fun x _ => (hr x).hasDerivWithinAt) hbound (convex_Icc (-|h|) |h|)
    (show (0 : ℝ) ∈ Set.Icc (-|h|) |h| from ⟨by simp, abs_nonneg h⟩)
    (show h ∈ Set.Icc (-|h|) |h| from ⟨neg_abs_le h, le_abs_self h⟩)
  simp only [Real.norm_eq_abs, sub_zero] at hmv
  rw [mul_assoc, abs_mul_abs_self] at hmv
  have hpos : 0 < h ^ 2 := by positivity
  have e : (F h - F 0 - h * F' 0) / h ^ 2 - k / 2
      = (F h - h * F' 0 - k / 2 * (h * h) - (F 0 - 0 * F' 0 - k / 2 * (0 * 0))) / h ^ 2 := by
    rw [eq_div_iff hpos.ne', sub_mul, div_mul_cancel₀ _ hpos.ne']
    ring
  rw [Real.dist_eq, e, abs_div, abs_of_pos hpos, div_lt_iff₀ hpos]
  refine lt_of_le_of_lt hmv ?_
  nlinarith [mul_pos hε hpos]

/-- For twice continuously differentiable `V`, the one-step change of the trial energy with
coefficient `c`, divided by `h^2`, tends to `(1/2 - c) (p^2 V''(q) - V'(q)^2)`. -/
theorem trialEnergy_change {V : ℝ → ℝ} (hV : ContDiff ℝ 2 V) (c q p : ℝ) :
    Tendsto (fun h => (trialEnergy V c h (step V h (q, p)) - trialEnergy V c h (q, p)) / h ^ 2)
      (𝓝[≠] 0) (𝓝 ((1 / 2 - c) * (p ^ 2 * deriv (deriv V) q - deriv V q ^ 2))) := by
  have hV' : ContDiff ℝ (1 + 1) V := by rw [one_add_one_eq_two]; exact hV
  have hd1 : Differentiable ℝ V := (contDiff_succ_iff_deriv.mp hV').1
  have hd2 : Differentiable ℝ (deriv V) :=
    (contDiff_succ_iff_deriv.mp hV').2.2.differentiable (by norm_num)
  obtain ⟨g, hg⟩ : ∃ g, g = deriv V q := ⟨_, rfl⟩
  have hQ0 : q + 0 * (p - 0 * g) = q := by ring
  -- new momentum and new position as functions of the step size
  have hP : ∀ x, HasDerivAt (fun h => p - h * g) (-g) x := fun x =>
    (((hasDerivAt_id' x).mul_const g).const_sub p).congr_deriv (by ring)
  have hQ : ∀ x, HasDerivAt (fun h => q + h * (p - h * g)) (p - 2 * x * g) x := fun x =>
    (((hasDerivAt_id' x).fun_mul (hP x)).const_add q).congr_deriv (by ring)
  -- chain rule along the new position, used for the potential and for its slope
  have hW : ∀ W : ℝ → ℝ, Differentiable ℝ W → ∀ x,
      HasDerivAt (fun h => W (q + h * (p - h * g)))
        (deriv W (q + x * (p - x * g)) * (p - 2 * x * g)) x := fun W hdW x =>
    HasDerivAt.comp x (hdW (q + x * (p - x * g))).hasDerivAt (hQ x)
  have hF := hW V hd1
  have hD := hW (deriv V) hd2
  have hL : HasDerivAt (fun h => p - 2 * h * g) (-2 * g) 0 :=
    ((((hasDerivAt_id' (0 : ℝ)).const_mul 2).mul_const g).const_sub p).congr_deriv (by ring)
  have hF2 : HasDerivAt (fun h => deriv V (q + h * (p - h * g)) * (p - 2 * h * g))
      (p ^ 2 * deriv (deriv V) q - 2 * g ^ 2) 0 :=
    ((hD 0).fun_mul hL).congr_deriv (by simp only [hQ0, ← hg]; ring)
  have hG : HasDerivAt (fun h => (p - h * g) * deriv V (q + h * (p - h * g)))
      (p ^ 2 * deriv (deriv V) q - g ^ 2) 0 :=
    ((hP 0).fun_mul (hD 0)).congr_deriv (by simp only [hQ0, ← hg]; ring)
  -- kinetic, potential and correction terms are collected
  have hlim := ((taylor_quotient hF hF2).const_add (g ^ 2 / 2)).sub
    ((hasDerivAt_iff_tendsto_slope_zero.mp hG).const_mul c)
  rw [← hg, show (1 / 2 - c) * (p ^ 2 * deriv (deriv V) q - g ^ 2)
    = g ^ 2 / 2 + (p ^ 2 * deriv (deriv V) q - 2 * g ^ 2) / 2
      - c * (p ^ 2 * deriv (deriv V) q - g ^ 2) by ring]
  refine hlim.congr' ?_
  filter_upwards [self_mem_nhdsWithin] with h hh
  have hne : h ≠ 0 := hh
  simp only [trialEnergy, energy, step, zero_add, smul_eq_mul, hQ0, ← hg]
  generalize deriv V (q + h * (p - h * g)) = d
  generalize V (q + h * (p - h * g)) = v
  field_simp
  ring

/-- For twice continuously differentiable `V`, the change of the modified energy in one symplectic
Euler step, divided by `h^2`, tends to `0` as `h` tends to `0`. -/
theorem modifiedEnergy_change {V : ℝ → ℝ} (hV : ContDiff ℝ 2 V) (q p : ℝ) :
    Tendsto (fun h => (modifiedEnergy V h (step V h (q, p)) - modifiedEnergy V h (q, p)) / h ^ 2)
      (𝓝[≠] 0) (𝓝 0) := by
  have h := trialEnergy_change hV (1 / 2) q p
  rw [sub_self, zero_mul] at h
  refine h.congr (fun t => ?_)
  simp only [trialEnergy, modifiedEnergy]
  ring

/-- For twice continuously differentiable `V`, at a phase point with `p^2 V''(q) ≠ V'(q)^2`, the
trial energy changes by `o(h^2)` in one step exactly when its coefficient is `1/2`. -/
theorem coefficient_unique {V : ℝ → ℝ} (hV : ContDiff ℝ 2 V) (c q p : ℝ)
    (hne : p ^ 2 * deriv (deriv V) q ≠ deriv V q ^ 2) :
    Tendsto (fun h => (trialEnergy V c h (step V h (q, p)) - trialEnergy V c h (q, p)) / h ^ 2)
      (𝓝[≠] 0) (𝓝 0) ↔ c = 1 / 2 := by
  have h := trialEnergy_change hV c q p
  constructor
  · intro h0
    rcases mul_eq_zero.mp (tendsto_nhds_unique h h0) with h1 | h1
    · linarith
    · exact absurd (sub_eq_zero.mp h1) hne
  · intro hc
    rw [hc, sub_self, zero_mul] at h
    rw [hc]
    exact h

/-- For twice continuously differentiable `V`, the one-step change of the unmodified energy,
divided by `h^2`, tends to `(p^2 V''(q) - V'(q)^2) / 2`. -/
theorem energy_change {V : ℝ → ℝ} (hV : ContDiff ℝ 2 V) (q p : ℝ) :
    Tendsto (fun h => (energy V (step V h (q, p)) - energy V (q, p)) / h ^ 2)
      (𝓝[≠] 0) (𝓝 ((p ^ 2 * deriv (deriv V) q - deriv V q ^ 2) / 2)) := by
  have h := trialEnergy_change hV 0 q p
  rw [show (1 / 2 - 0) * (p ^ 2 * deriv (deriv V) q - deriv V q ^ 2)
    = (p ^ 2 * deriv (deriv V) q - deriv V q ^ 2) / 2 by ring] at h
  refine h.congr (fun t => ?_)
  simp only [trialEnergy, zero_mul, sub_zero]

/-- For the harmonic potential `k q^2 / 2` the modified energy is conserved exactly over any number
of steps of the same size `h`, for every real `h`. -/
theorem harmonic_conserved (k h : ℝ) (z : ℝ × ℝ) (n : ℕ) :
    modifiedEnergy (fun x => k / 2 * x ^ 2) h ((step (fun x => k / 2 * x ^ 2) h)^[n] z)
      = modifiedEnergy (fun x => k / 2 * x ^ 2) h z := by
  have hd : ∀ x, deriv (fun x : ℝ => k / 2 * x ^ 2) x = k * x := by
    intro x
    rw [show (fun x : ℝ => k / 2 * x ^ 2) = fun x => k / 2 * (x * x) by funext y; ring]
    exact ((((hasDerivAt_id' x).fun_mul (hasDerivAt_id' x)).const_mul (k / 2)).congr_deriv
      (by ring)).deriv
  induction n with
  | zero => rfl
  | succ n ih =>
    rw [Function.iterate_succ_apply', ← ih]
    simp only [modifiedEnergy, energy, step, hd]
    ring

/-- For the cubic potential `q^3`, one step from `q = 0` with momentum `p` changes the modified
energy by exactly `-h^3 p^3 / 2`. -/
theorem cubic_change (h p : ℝ) :
    modifiedEnergy (fun x => x ^ 3) h (step (fun x => x ^ 3) h (0, p))
      - modifiedEnergy (fun x => x ^ 3) h (0, p) = -(h ^ 3 * p ^ 3) / 2 := by
  have hd : ∀ x, deriv (fun x : ℝ => x ^ 3) x = 3 * x ^ 2 := by
    intro x
    rw [show (fun x : ℝ => x ^ 3) = fun x => x * (x * x) by funext y; ring]
    exact (((hasDerivAt_id' x).fun_mul
      ((hasDerivAt_id' x).fun_mul (hasDerivAt_id' x))).congr_deriv (by ring)).deriv
  simp only [modifiedEnergy, energy, step, hd]
  ring

end

end SymplecticEulerModifiedEnergy
```

```lean
#print axioms SymplecticEulerModifiedEnergy.modifiedEnergy_change
#print axioms SymplecticEulerModifiedEnergy.energy_change
#print axioms SymplecticEulerModifiedEnergy.harmonic_conserved
#print axioms SymplecticEulerModifiedEnergy.cubic_change
```

```
'SymplecticEulerModifiedEnergy.modifiedEnergy_change' depends on axioms: [propext, Classical.choice, Quot.sound]
'SymplecticEulerModifiedEnergy.energy_change' depends on axioms: [propext, Classical.choice, Quot.sound]
'SymplecticEulerModifiedEnergy.harmonic_conserved' depends on axioms: [propext, Classical.choice, Quot.sound]
'SymplecticEulerModifiedEnergy.cubic_change' depends on axioms: [propext, Classical.choice, Quot.sound]
```

## From the Taylor quotient to the coefficient $1/2$

`taylor_quotient` is the expansion of $F$ written as a limit. In its proof, `hr` computes the derivative of the remainder $r$, `hbound` bounds it by $\frac\varepsilon2|h|$ on the interval, and `hmv` applies the mean value inequality. The identity `e` rewrites the difference between the quotient and $k/2$ as $(r(h)-r(0))/h^2$.

`trialEnergy_change` first extracts from `hV` that $V$ and $V'$ are differentiable. Nothing else in the hypothesis is used, so the continuity of $V''$ plays no part in the argument. The statements `hP` and `hQ` differentiate $P$ and $Q$. The chain rule `hW` is stated for a general function `W` and used twice, with $V$ for the potential term and with $V'$ for the slope. Then `hF2` gives $F''(0)$ and `hG` gives $G'(0)$.

The limit `hlim` adds three parts: the constant $g^2/2$ from the kinetic term, the Taylor quotient of $F$, and $-c$ times the difference quotient of $G$. It remains to show that this sum equals the energy change divided by $h^2$ for $h\neq0$. The two `generalize` lines replace $V'(q')$ and $V(q')$ by plain letters, after which `field_simp` and `ring` verify the identity. The cancellation of $\mp hpg$ happens there.

`modifiedEnergy_change` and `energy_change` substitute $c=1/2$ and $c=0$. For `coefficient_unique`, a second limit equal to $0$ must agree with the general one by uniqueness of limits. The product $(\frac12-c)(p^2V''(q)-V'(q)^2)$ is then zero, and `hne` excludes the second factor. The converse is substitution.

The two special potentials are handled by computing the derivative and expanding with `ring`, without the identity for $\Delta\tilde H_h$ used above. `harmonic_conserved` adds an induction on the number of steps.
